# For one-body lattice Hamiltonians, the local energy of a Slater determinant off its nodes is a trace

A variational Monte Carlo run samples particle configurations x and averages the local energy (HΨ)(x)/Ψ(x). For fermions hopping on a lattice, HΨ at x involves Ψ at every configuration reachable by moving one particle. If Ψ is a Slater determinant, must each of these determinants be computed afresh?

For a one-body H they need not be. Let X be a finite set of sites and h a matrix on X, acting on an orbital φ by (hφ)(s) = Σ_y h(s,y) φ(y). Particle i sits at x_i, and there are as many orbitals φ_j as particles. Write x[i→y] for x with particle i moved to y, and set

A_ij = φ_j(x_i),  B_ij = (hφ_j)(x_i),  Ψ(x) = det A,

(HΨ)(x) = Σ_i Σ_y h(x_i,y) Ψ(x[i→y]).

Wherever det A ≠ 0, the local energy is tr(A⁻¹B). If hφ_j = e_j φ_j for all j, it equals Σ_j e_j.

## From one moved particle to the trace

Moving particle i to y replaces row i of A by the values φ_j(y). The cofactors along row i do not involve that row, so they remain those of A. Expanding along it gives

Ψ(x[i→y]) = Σ_j φ_j(y) adj(A)_ji,

where adj(A) is the adjugate, the transposed cofactor matrix. Insert this into HΨ and do the sum over y first:

(HΨ)(x) = Σ_i Σ_j [Σ_y h(x_i,y) φ_j(y)] adj(A)_ji
 = Σ_i Σ_j B_ij adj(A)_ji
 = tr(adj(A) B).

This holds at nodes too. Where det A ≠ 0, adj(A) = det(A) A⁻¹, hence

(HΨ)(x) = tr(A⁻¹B) Ψ(x),

and division by Ψ(x) gives the local energy.

For eigenorbitals B_ij = A_ij e_j, so B = AD with D = diag(e_j), and tr(A⁻¹B) = tr D = Σ_j e_j. More generally, if hφ_j = Σ_k Λ_kj φ_k, then B = AΛ. Since adj(A)A = det(A) 1, this gives HΨ = tr(Λ) Ψ at every configuration.

## Orbitals, determinant and Hamiltonian in Lean

```lean
import Mathlib

open Matrix

namespace SlaterLocalEnergy
```

Rows belong to particles and columns to orbitals; some texts use the transpose. The type `ι` labels both.

```lean
/-- The orbital matrix `A i j = φ j (x i)`: orbital `j` evaluated at the site of particle `i`. -/
def orbitalMatrix {ι X K : Type*} (φ : ι → X → K) (x : ι → X) : Matrix ι ι K :=
  Matrix.of fun i j => φ j (x i)
```

The scalars form any field `K`, in practice ℝ or ℂ, and `h` need not be Hermitian.

```lean
variable {ι X K : Type*} [Fintype ι] [DecidableEq ι] [Fintype X] [Field K]

/-- The unnormalised Slater determinant of the orbitals `φ` at the configuration `x`. -/
def slater (φ : ι → X → K) (x : ι → X) : K := (orbitalMatrix φ x).det
```

The factor 1/√N! for N particles is omitted from `slater`; it cancels in the local energy. `manyBody h` is H, and `Function.update x i y` is x[i→y]. The term y = x_i carries the on-site energy.

```lean
/-- The many-particle operator that lets the one-particle matrix `h` act on each coordinate
in turn and adds the results. -/
def manyBody (h : Matrix X X K) (Ψ : (ι → X) → K) (x : ι → X) : K :=
  ∑ i, ∑ y, h (x i) y * Ψ (Function.update x i y)
```

## Moving one particle

The first lemma is the row replacement, checked separately for row `i` and the other rows.

```lean
omit [Fintype ι] [Fintype X] [Field K] in
/-- Moving particle `i` to the site `y` replaces row `i` of the orbital matrix by the
orbital values at `y`. -/
theorem orbitalMatrix_update (φ : ι → X → K) (x : ι → X) (i : ι) (y : X) :
    orbitalMatrix φ (Function.update x i y)
      = (orbitalMatrix φ x).updateRow i (fun j => φ j y) := by
  ext k j
  by_cases hk : k = i
  · subst hk
    simp [orbitalMatrix]
  · simp [orbitalMatrix, hk]
```

The cofactor expansion comes from Mathlib's form of Cramer's rule.

```lean
/-- Cramer's rule for a replaced row: the new determinant is the new row paired with a
column of the adjugate of the old matrix. -/
theorem det_updateRow_eq (A : Matrix ι ι K) (i : ι) (b : ι → K) :
    (A.updateRow i b).det = ∑ j, b j * A.adjugate j i := by
  rw [← Matrix.cramer_transpose_apply, Matrix.cramer_eq_adjugate_mulVec,
    ← Matrix.adjugate_transpose]
  exact Finset.sum_congr rfl fun j _ => mul_comm _ _

/-- For an invertible matrix the adjugate is the determinant times the inverse. -/
theorem adjugate_eq (A : Matrix ι ι K) (hA : A.det ≠ 0) :
    A.adjugate = A.det • A⁻¹ := by
  rw [Matrix.inv_def, smul_smul, Ring.mul_inverse_cancel _ (isUnit_iff_ne_zero.mpr hA),
    one_smul]
```

Together they give the determinant ratio used to accept or reject a single-particle move: besides the orbital values at y, it needs only column i of A⁻¹.

```lean
omit [Fintype X] in
/-- Single-particle move: where the Slater determinant is nonzero, moving particle `i` to `y`
multiplies it by the sum over `j` of `φ j y` times the entry `(j, i)` of the inverse
orbital matrix. -/
theorem slater_move (φ : ι → X → K) (x : ι → X) (hx : slater φ x ≠ 0) (i : ι) (y : X) :
    slater φ (Function.update x i y)
      = slater φ x * ∑ j, φ j y * (orbitalMatrix φ x)⁻¹ j i := by
  unfold slater at hx ⊢
  rw [orbitalMatrix_update, det_updateRow_eq, adjugate_eq _ hx, Finset.mul_sum]
  refine Finset.sum_congr rfl fun j _ => ?_
  rw [Matrix.smul_apply, smul_eq_mul]
  ring
```

## The local energy

The next proof follows the calculation above: `Finset.sum_comm` exchanges the sums over sites and orbitals, so that the site sum becomes hφ_j.

```lean
/-- At every configuration, nodes included, the many-particle operator applied to a Slater
determinant is the trace of the adjugate of `A` times `B`, with `B i j = (h φ_j)(x i)`. -/
theorem manyBody_slater (h : Matrix X X K) (φ : ι → X → K) (x : ι → X) :
    manyBody h (slater φ) x
      = ((orbitalMatrix φ x).adjugate * orbitalMatrix (fun j => h *ᵥ φ j) x).trace := by
  rw [Matrix.trace_mul_comm]
  simp only [manyBody, slater, orbitalMatrix_update, det_updateRow_eq, Matrix.trace,
    Matrix.diag_apply, Matrix.mul_apply]
  refine Finset.sum_congr rfl fun i _ => ?_
  -- exchange the sum over target sites with the sum over orbitals
  simp only [Finset.mul_sum]
  rw [Finset.sum_comm]
  refine Finset.sum_congr rfl fun j _ => ?_
  simp only [orbitalMatrix, Matrix.of_apply, Matrix.mulVec, dotProduct, Finset.sum_mul,
    mul_assoc]
```

The main theorem avoids division. It says that E satisfies (HΨ)(x) = E Ψ(x) exactly when E = tr(A⁻¹B), which gives existence and uniqueness together. Cancelling Ψ(x) uses `hx`, the condition that x is not a node.

```lean
/-- Local energy of a Slater determinant: where `Ψ = det A` is nonzero, the one number `E`
with `(H Ψ)(x) = E Ψ(x)` is the trace of `A⁻¹ B`, with `B i j = (h φ_j)(x i)`. -/
theorem local_energy_iff (h : Matrix X X K) (φ : ι → X → K) (x : ι → X)
    (hx : slater φ x ≠ 0) (E : K) :
    manyBody h (slater φ) x = E * slater φ x ↔
      E = ((orbitalMatrix φ x)⁻¹ * orbitalMatrix (fun j => h *ᵥ φ j) x).trace := by
  rw [manyBody_slater, adjugate_eq _ hx, Matrix.smul_mul, Matrix.trace_smul, smul_eq_mul]
  constructor
  · intro hE
    exact mul_right_cancel₀ hx (hE.symm.trans (mul_comm _ _))
  · rintro rfl
    exact mul_comm _ _
```

This is the one-body part of the local energy in lattice variational Monte Carlo, for a bare determinant without a Jastrow factor. Passing to electrons in continuous space, where h contains a Laplacian, is a step that the finite matrix `h` does not supply.

## Invariant orbital spaces and eigenorbitals

The factorisation B = AΛ is `hB`.

```lean
/-- If `h` maps each orbital into the span of the orbitals, with coefficient matrix `Λ`, then
the Slater determinant satisfies `H Ψ = (trace Λ) Ψ` at every configuration. -/
theorem manyBody_slater_of_invariant (h : Matrix X X K) (φ : ι → X → K) (Λ : Matrix ι ι K)
    (hΛ : ∀ j, h *ᵥ φ j = ∑ k, Λ k j • φ k) (x : ι → X) :
    manyBody h (slater φ) x = Λ.trace * slater φ x := by
  -- the matrix of transformed orbitals factorises
  have hB : orbitalMatrix (fun j => h *ᵥ φ j) x = orbitalMatrix φ x * Λ := by
    ext i j
    simp [orbitalMatrix, hΛ, Matrix.mul_apply, Finset.sum_apply, mul_comm]
  rw [manyBody_slater, hB, ← Matrix.mul_assoc, Matrix.adjugate_mul, Matrix.smul_mul,
    Matrix.one_mul, Matrix.trace_smul, smul_eq_mul]
  exact mul_comm _ _
```

Eigenorbitals are the case of diagonal Λ; the main theorem then identifies Σ_j e_j with the trace.

```lean
/-- If each orbital is an eigenvector, `h φ_j = e_j φ_j`, then wherever the Slater determinant
is nonzero the local energy `trace (A⁻¹ B)` is the sum of the `e_j`. -/
theorem local_energy_eigenorbitals (h : Matrix X X K) (φ : ι → X → K) (e : ι → K)
    (he : ∀ j, h *ᵥ φ j = e j • φ j) (x : ι → X) (hx : slater φ x ≠ 0) :
    ((orbitalMatrix φ x)⁻¹ * orbitalMatrix (fun j => h *ᵥ φ j) x).trace = ∑ j, e j := by
  have hd : ∀ j, h *ᵥ φ j = ∑ k, Matrix.diagonal e k j • φ k := by
    intro j
    simp [he, Matrix.diagonal_apply, ite_smul]
  have key := manyBody_slater_of_invariant h φ (Matrix.diagonal e) hd x
  rw [Matrix.trace_diagonal] at key
  exact ((local_energy_iff h φ x hx _).mp key).symm
```

A two-site example satisfies both hypotheses. With normalised orbitals and the factor 1/√2!, its determinant is −1/√2 at the chosen configuration, and the local energy is 1 + 3 = 4.

```lean
/-- Two sites with on-site energy 2 and hopping -1: the orbitals (1, 1) and (1, -1) are
eigenvectors with eigenvalues 1 and 3, and their Slater determinant is nonzero when the two
particles sit on different sites in order. -/
theorem local_energy_eigenorbitals_witness :
    (∀ j, (!![2, -1; -1, 2] : Matrix (Fin 2) (Fin 2) ℝ) *ᵥ
        (![![1, 1], ![1, -1]] : Fin 2 → Fin 2 → ℝ) j
      = (![1, 3] : Fin 2 → ℝ) j • (![![1, 1], ![1, -1]] : Fin 2 → Fin 2 → ℝ) j) ∧
    slater (![![1, 1], ![1, -1]] : Fin 2 → Fin 2 → ℝ) ![0, 1] ≠ 0 := by
  constructor
  · intro j
    ext i
    fin_cases j <;> fin_cases i <;>
      norm_num [Matrix.mulVec, dotProduct, Fin.sum_univ_succ]
  · norm_num [slater, orbitalMatrix, Matrix.det_fin_two]
```

## A node where no local energy exists

Without det A ≠ 0, a number E with (HΨ)(x) = E Ψ(x) may fail to exist. Put two particles on the first and middle of three sites, with orbitals localised on the first and last. Then Ψ(x) = 0, but hopping from the middle to the last site, with matrix element 1, reaches a configuration with Ψ = 1. So (HΨ)(x) = 1, or 1/√2 when normalised, while E Ψ(x) = 0 for every E.

```lean
/-- A node without local energy: for two particles on three sites, with hopping between the
last two sites and orbitals on the first and the last site, no number `E` satisfies
`(H Ψ)(x) = E Ψ(x)` when the particles sit on the first and the middle site. -/
theorem no_local_energy_at_node :
    ¬ ∃ E : ℝ,
      manyBody (!![0, 0, 0; 0, 0, 1; 0, 1, 0] : Matrix (Fin 3) (Fin 3) ℝ)
          (slater (![![1, 0, 0], ![0, 0, 1]] : Fin 2 → Fin 3 → ℝ)) ![0, 1]
        = E * slater (![![1, 0, 0], ![0, 0, 1]] : Fin 2 → Fin 3 → ℝ) ![0, 1] := by
  rintro ⟨E, hE⟩
  -- the orbital matrix and the matrix of transformed orbitals, entry by entry
  have hA : orbitalMatrix (![![1, 0, 0], ![0, 0, 1]] : Fin 2 → Fin 3 → ℝ) ![0, 1]
      = !![1, 0; 0, 0] := by
    ext i j
    fin_cases i <;> fin_cases j <;> simp only [orbitalMatrix, Matrix.of_apply] <;> simp
  have hB : orbitalMatrix (fun j =>
      (!![0, 0, 0; 0, 0, 1; 0, 1, 0] : Matrix (Fin 3) (Fin 3) ℝ) *ᵥ
        (![![1, 0, 0], ![0, 0, 1]] : Fin 2 → Fin 3 → ℝ) j) ![0, 1]
      = !![0, 0; 0, 1] := by
    ext i j
    fin_cases i <;> fin_cases j <;> simp only [orbitalMatrix, Matrix.of_apply] <;>
      simp [Matrix.mulVec, dotProduct, Fin.sum_univ_succ]
  rw [manyBody_slater, slater, hB, hA] at hE
  -- the left side is 1, the right side is 0
  simp [Matrix.adjugate_fin_two_of, Matrix.det_fin_two_of, Matrix.trace_fin_two] at hE

end SlaterLocalEnergy
```

```lean
#print axioms SlaterLocalEnergy.slater_move
#print axioms SlaterLocalEnergy.local_energy_iff
#print axioms SlaterLocalEnergy.local_energy_eigenorbitals
#print axioms SlaterLocalEnergy.no_local_energy_at_node
```

```
'SlaterLocalEnergy.slater_move' depends on axioms: [propext, Classical.choice, Quot.sound]
'SlaterLocalEnergy.local_energy_iff' depends on axioms: [propext, Classical.choice, Quot.sound]
'SlaterLocalEnergy.local_energy_eigenorbitals' depends on axioms: [propext, Classical.choice, Quot.sound]
'SlaterLocalEnergy.no_local_energy_at_node' depends on axioms: [propext, Classical.choice, Quot.sound]
```
